# A One-Body Potential That Never Exceeds the Pair Repulsion Bounds Its Mean from Below

Suppose a calculation on a lattice has produced a density $\rho$ and a trial one-body potential $u$, and the number $\sum_i u(i)\rho(i)$ is to serve as a lower bound on the repulsion energy. For a pair repulsion that depends only on the sites the particles occupy, a check over configurations is enough to justify this: in no configuration does the potential energy of the particles in $u$ exceed their pair repulsion. The $N$-particle distribution behind $\rho$ need not be known.

## The bound and its equality condition

Let $N$ particles occupy a finite set of sites. A configuration is a tuple $x=(x_0,\dots,x_{N-1})$ of sites, with probability $P(x)\ge 0$ and $\sum_x P(x)=1$. For a real pair function $v$, write

$$W(x)=\sum_{p<q}v(x_p,x_q),\qquad \rho(i)=\sum_x P(x)\sum_p\delta_{x_p,i},\qquad \langle W\rangle=\sum_x P(x)W(x).$$

Call $u$ admissible if $\sum_p u(x_p)\le W(x)$ for every $x$. The claim is that then $\sum_i u(i)\rho(i)\le\langle W\rangle$, with equality exactly when $\sum_p u(x_p)=W(x)$ for every $x$ with $P(x)>0$.

Inserting the definition of $\rho$ and exchanging the finite sums gives

$$\sum_i u(i)\rho(i)=\sum_x P(x)\sum_p\sum_i u(i)\,\delta_{x_p,i}=\sum_x P(x)\sum_p u(x_p).$$

Subtracting this from the mean repulsion,

$$\langle W\rangle-\sum_i u(i)\rho(i)=\sum_x P(x)\Big[W(x)-\sum_p u(x_p)\Big].$$

Each term on the right is a product of two nonnegative numbers, so the sum is nonnegative. It vanishes only if every term does, which means that the bracket is zero wherever $P(x)>0$.

Two consequences follow. If $P$ saturates $u$ in this sense and $Q$ has the same density, then $\langle W\rangle_P=\sum_i u(i)\rho(i)\le\langle W\rangle_Q$, so $P$ minimises the repulsion at that density. If $w$ is another admissible potential, then $\sum_i w(i)\rho(i)\le\langle W\rangle_P=\sum_i u(i)\rho(i)$, so $u$ gives the best bound.

The constant in $u$ is where the derivation can go wrong. In many problems a potential may be shifted freely, but here $u\to u+c$ changes the left side of the constraint by $Nc$. Take two particles on two sites with on-site repulsion $U>0$. The potential $(U/2,-U/2)$ is admissible. Shifted to $(U,0)$ it is not: with both particles on site 0 it gives $2U$, while the repulsion is only $U$.

In density functional theory, the minimum of $\langle W\rangle$ at fixed density is the interaction energy in the strictly correlated limit; the version here lives on finitely many sites and places no Pauli restriction on how many particles may share a site.

## Ensembles, densities and energies in Lean

The file works over Mathlib, in its own namespace.

```lean
import Mathlib

open Finset

namespace KantorovichPairRepulsion

noncomputable section
```

An `Ensemble ι N` is the distribution $P$: `ι` is the set of sites, and a configuration is a function `Fin N → ι`. Particles are labelled, and $P$ need not be symmetric under relabelling.

```lean
/-- A probability distribution on the configurations of `N` particles on a finite set of sites. -/
structure Ensemble (ι : Type*) [Fintype ι] (N : ℕ) where
  /-- The probability of a configuration. -/
  prob : (Fin N → ι) → ℝ
  nonneg : ∀ x, 0 ≤ prob x
  total : ∑ x, prob x = 1
```

The density counts particles, so it is normalised to $N$ and not to one.

```lean
variable {ι : Type*} [Fintype ι] {N : ℕ}

/-- The density: the expected number of particles at site `i`. -/
def Ensemble.density [DecidableEq ι] (P : Ensemble ι N) (i : ι) : ℝ :=
  ∑ x, P.prob x * ∑ p, (if x p = i then (1 : ℝ) else 0)
```

Each pair is counted once, through `p < q`. The function `v` may have any sign and need not be symmetric, but its values are real numbers, so a Coulomb repulsion needs a finite on-site value.

```lean
/-- The repulsion energy of a configuration, summed over pairs `p < q`. -/
def repulsion {ι : Type*} {N : ℕ} (v : ι → ι → ℝ) (x : Fin N → ι) : ℝ :=
  ∑ p, ∑ q, if p < q then v (x p) (x q) else 0
```

The mean repulsion is $\langle W\rangle$.

```lean
/-- The mean repulsion energy of an ensemble. -/
def Ensemble.meanRepulsion (P : Ensemble ι N) (v : ι → ι → ℝ) : ℝ :=
  ∑ x, P.prob x * repulsion v x
```

Admissibility is a condition on all configurations, including those to which a given ensemble assigns probability zero.

```lean
/-- The one-body potential `u` never exceeds the pair repulsion, in any `N`-particle
configuration. -/
def Admissible {ι : Type*} (N : ℕ) (v : ι → ι → ℝ) (u : ι → ℝ) : Prop :=
  ∀ x : Fin N → ι, ∑ p, u (x p) ≤ repulsion v x
```

Saturation, by contrast, concerns only configurations of positive probability.

```lean
/-- In every configuration of positive probability the one-body energy equals the repulsion. -/
def Ensemble.Saturates (P : Ensemble ι N) (v : ι → ι → ℝ) (u : ι → ℝ) : Prop :=
  ∀ x, 0 < P.prob x → ∑ p, u (x p) = repulsion v x
```

## From the density to the duality gap

The first lemma is the exchange of sums. `Finset.sum_comm` is used twice, to move the sum over sites inside the sums over configurations and particles, where the indicator selects $i=x_p$.

```lean
/-- The mean energy in a one-body potential is the potential summed against the density. -/
theorem sum_potential_density [DecidableEq ι] (P : Ensemble ι N) (u : ι → ℝ) :
    ∑ i, u i * P.density i = ∑ x, P.prob x * ∑ p, u (x p) := by
  simp only [Ensemble.density, Finset.mul_sum]
  -- exchange the sum over sites with those over configurations and particles
  rw [Finset.sum_comm]
  refine Finset.sum_congr rfl fun x _ => ?_
  rw [Finset.sum_comm]
  refine Finset.sum_congr rfl fun p _ => ?_
  simp [mul_comm]
```

Setting $u=1$ gives the total particle number.

```lean
/-- The density sums to the number of particles. -/
theorem sum_density [DecidableEq ι] (P : Ensemble ι N) : ∑ i, P.density i = N := by
  have h := sum_potential_density P (fun _ => 1)
  simpa [← Finset.sum_mul, P.total] using h
```

The gap formula then follows by distributing the product over the difference.

```lean
/-- The mean repulsion minus the potential energy is the average, over configurations, of
the repulsion minus the one-body energy. -/
theorem duality_gap [DecidableEq ι] (P : Ensemble ι N) (v : ι → ι → ℝ) (u : ι → ℝ) :
    P.meanRepulsion v - ∑ i, u i * P.density i
      = ∑ x, P.prob x * (repulsion v x - ∑ p, u (x p)) := by
  rw [sum_potential_density]
  simp only [Ensemble.meanRepulsion, mul_sub, Finset.sum_sub_distrib]
```

## The inequality and when it is sharp

In the main theorem, `hterm` records that every term of the gap is nonnegative. The inequality follows by summing. For the equivalence, `Finset.sum_eq_zero_iff_of_nonneg` turns a vanishing gap into vanishing terms. In one direction, a positive probability forces the other factor to be zero; in the other, each configuration has either zero probability or zero slack.

```lean
/-- An admissible potential summed against the density bounds the mean repulsion from below,
with equality exactly when every configuration of positive probability saturates the
constraint. -/
theorem kantorovich_bound [DecidableEq ι] (P : Ensemble ι N) {v : ι → ι → ℝ} {u : ι → ℝ}
    (hu : Admissible N v u) :
    ∑ i, u i * P.density i ≤ P.meanRepulsion v ∧
      (P.meanRepulsion v = ∑ i, u i * P.density i ↔ P.Saturates v u) := by
  have hterm : ∀ x ∈ (Finset.univ : Finset (Fin N → ι)),
      0 ≤ P.prob x * (repulsion v x - ∑ p, u (x p)) :=
    fun x _ => mul_nonneg (P.nonneg x) (sub_nonneg.mpr (hu x))
  constructor
  · linarith [duality_gap P v u, Finset.sum_nonneg hterm]
  · -- a sum of nonnegative terms vanishes only if each term does
    rw [← sub_eq_zero, duality_gap, Finset.sum_eq_zero_iff_of_nonneg hterm]
    constructor
    · intro h x hx
      rcases mul_eq_zero.mp (h x (Finset.mem_univ x)) with h0 | h0
      · linarith
      · linarith
    · intro h x _
      rcases (P.nonneg x).eq_or_lt with h0 | h0
      · rw [← h0, zero_mul]
      · rw [h x h0, sub_self, mul_zero]
```

This is the weak half of Kantorovich duality together with its equality condition. That every attainable density has a saturated admissible potential is the strong half, and it is not established here.

The next theorem takes such a potential as given. Its hypothesis `hQ` says that the two densities agree at every site. The proof applies the bound to `Q` and replaces the potential energy by the mean repulsion of `P`. It also identifies the other minimisers: they are the ensembles of this density that saturate the same `u`.

```lean
/-- An ensemble saturating an admissible potential has the least mean repulsion among all
ensembles of its density, and the others that reach it are those saturating the same
potential. -/
theorem minimal_of_saturates [DecidableEq ι] {P Q : Ensemble ι N} {v : ι → ι → ℝ}
    {u : ι → ℝ} (hu : Admissible N v u) (hP : P.Saturates v u)
    (hQ : Q.density = P.density) :
    P.meanRepulsion v ≤ Q.meanRepulsion v ∧
      (Q.meanRepulsion v = P.meanRepulsion v ↔ Q.Saturates v u) := by
  have hp := (kantorovich_bound P hu).2.mpr hP
  have hq := kantorovich_bound Q hu
  rw [hQ, ← hp] at hq
  exact hq
```

On the potential side, the same equality for `P` is combined with the bound for the competitor `w`.

```lean
/-- An admissible potential saturated by an ensemble gives the largest value, summed against
the density of that ensemble, among all admissible potentials. -/
theorem potential_maximal_of_saturates [DecidableEq ι] {P : Ensemble ι N} {v : ι → ι → ℝ}
    {u w : ι → ℝ} (hu : Admissible N v u) (hP : P.Saturates v u) (hw : Admissible N v w) :
    ∑ i, w i * P.density i ≤ ∑ i, u i * P.density i := by
  rw [← (kantorovich_bound P hu).2.mpr hP]
  exact (kantorovich_bound P hw).1
```

## Two particles on two sites

The repulsion is $U$ when both particles share a site and zero otherwise.

```lean
/-- On-site repulsion of strength `U` on two sites. -/
def onSite (U : ℝ) (i j : Fin 2) : ℝ := if i = j then U else 0
```

The potential is the admissible one from the example above.

```lean
/-- The potential with value `U/2` on site 0 and `-U/2` on site 1. -/
def tilt (U : ℝ) (i : Fin 2) : ℝ := if i = 0 then U / 2 else -(U / 2)
```

With two particles, only the pair $(0,1)$ contributes.

```lean
/-- For two particles the repulsion energy is the single pair term. -/
theorem repulsion_pair {ι : Type*} (v : ι → ι → ℝ) (x : Fin 2 → ι) :
    repulsion v x = v (x 0) (x 1) := by
  simp [repulsion, Fin.sum_univ_two]
```

The four configurations can be checked directly:

| $(x_0,x_1)$ | $u(x_0)+u(x_1)$ | $W(x)$ |
|---|---|---|
| $(0,0)$ | $U$ | $U$ |
| $(0,1)$, $(1,0)$ | $0$ | $0$ |
| $(1,1)$ | $-U$ | $U$ |

Only $(1,1)$ has slack, namely $2U$, so the gap is $2U\,P(1,1)$. Hence $\langle W\rangle\ge\tfrac U2(\rho(0)-\rho(1))$, with equality exactly when site 1 is never doubly occupied. If $\rho(0)<\rho(1)$, the bound is negative and cannot be reached; exchanging the two values of the potential then gives the useful one.

In the proof, `hadm` and `hcontact` go through this table with `fin_cases`: the first verifies admissibility, and the second shows that saturation fails only at $(1,1)$. After `hsum` evaluates the potential energy, the general theorem gives the inequality, and its saturation condition reduces to `P.prob (fun _ => 1) = 0`.

```lean
/-- For two particles on two sites with on-site repulsion `U > 0`, the mean repulsion is at
least `U/2` times the density difference, with equality exactly when site 1 is never doubly
occupied. -/
theorem two_site_bound (P : Ensemble (Fin 2) 2) {U : ℝ} (hU : 0 < U) :
    U / 2 * (P.density 0 - P.density 1) ≤ P.meanRepulsion (onSite U) ∧
      (P.meanRepulsion (onSite U) = U / 2 * (P.density 0 - P.density 1) ↔
        P.prob (fun _ => 1) = 0) := by
  have hadm : Admissible 2 (onSite U) (tilt U) := by
    intro x
    rw [repulsion_pair, Fin.sum_univ_two]
    generalize x 0 = a
    generalize x 1 = b
    fin_cases a <;> fin_cases b <;> simp [onSite, tilt]
    linarith
  -- the constraint is saturated except when both particles sit on site 1
  have hcontact : ∀ x : Fin 2 → Fin 2,
      ∑ p, tilt U (x p) = repulsion (onSite U) x ↔ ¬ (x = fun _ => 1) := by
    intro x
    have hx : (x = fun _ => 1) ↔ x 0 = 1 ∧ x 1 = 1 := by
      simp [funext_iff, Fin.forall_fin_two]
    rw [repulsion_pair, Fin.sum_univ_two, hx]
    generalize x 0 = a
    generalize x 1 = b
    fin_cases a <;> fin_cases b <;> simp [onSite, tilt]
    intro h
    linarith
  have hsum : ∑ i, tilt U i * P.density i = U / 2 * (P.density 0 - P.density 1) := by
    rw [Fin.sum_univ_two]
    have h0 : tilt U 0 = U / 2 := by simp [tilt]
    have h1 : tilt U 1 = -(U / 2) := by simp [tilt]
    rw [h0, h1]
    ring
  have key := kantorovich_bound P hadm
  rw [hsum] at key
  refine ⟨key.1, key.2.trans ⟨fun h => ?_, fun h x hx => ?_⟩⟩
  · by_contra hne
    have hpos := lt_of_le_of_ne (P.nonneg (fun _ => 1)) (Ne.symm hne)
    exact (hcontact _).mp (h _ hpos) rfl
  · refine (hcontact x).mpr fun hx1 => ?_
    rw [hx1, h] at hx
    exact lt_irrefl 0 hx

end

end KantorovichPairRepulsion
```

```lean
#print axioms KantorovichPairRepulsion.kantorovich_bound
-- 'KantorovichPairRepulsion.kantorovich_bound' depends on axioms: [propext, Classical.choice, Quot.sound]
#print axioms KantorovichPairRepulsion.minimal_of_saturates
-- 'KantorovichPairRepulsion.minimal_of_saturates' depends on axioms: [propext, Classical.choice, Quot.sound]
#print axioms KantorovichPairRepulsion.potential_maximal_of_saturates
-- 'KantorovichPairRepulsion.potential_maximal_of_saturates' depends on axioms: [propext, Classical.choice, Quot.sound]
#print axioms KantorovichPairRepulsion.two_site_bound
-- 'KantorovichPairRepulsion.two_site_bound' depends on axioms: [propext, Classical.choice, Quot.sound]
```
